# Above the band of a uniform chain, transfer-matrix powers are exponentially ill-conditioned while the Green's-function recursion converges

The energy enters through a decay constant κ, as E = 2 cosh κ, instead of as a free real number. The model is a non-interacting chain with one orbital per site, zero on-site energy and unit hopping, so its amplitudes obey

ψ_(k+1) + ψ_(k−1) = E ψ_k.

The transfer matrix M, with rows (E, −1) and (1, 0), takes (ψ_k, ψ_(k−1)) to (ψ_(k+1), ψ_k). The number g_k is the end-site Green's function of k sites. It is defined by its recursion, not derived from a Hamiltonian. In Lean, E, M and g_k are `energy κ`, `transfer κ` and `green κ k`, all real, and the opened namespace makes `‖·‖` the Euclidean operator norm.

```lean
import Mathlib

open Matrix Filter Topology
open scoped Matrix.Norms.L2Operator

namespace TransferVersusRecursion

noncomputable section

/-- The energy `E = 2 cosh κ`, in units of the hopping. -/
def energy (κ : ℝ) : ℝ := 2 * Real.cosh κ

/-- The transfer matrix of the uniform chain, with rows `(E, -1)` and `(1, 0)`. -/
def transfer (κ : ℝ) : Matrix (Fin 2) (Fin 2) ℝ := !![energy κ, -1; 1, 0]

/-- The Green's-function recursion `g_(k+1) = 1 / (E - g_k)`, started from `g_0 = 0`,
so that `g_1 = 1 / E`. -/
def green (κ : ℝ) : ℕ → ℝ
  | 0 => 0
  | k + 1 => 1 / (energy κ - green κ k)
```

## E = 2 cosh κ: one growing and one decaying solution

For κ > 0 the energy lies above the band −2 ≤ E ≤ 2, and

E = exp(κ) + exp(−κ)

splits it into the growth and decay factors per site. This gives

M (exp(κ), 1) = (E exp(κ) − 1, exp(κ)) = exp(κ) (exp(κ), 1).

The inverse has rows (0, 1) and (−1, E), and

M⁻¹ (exp(−κ), 1) = (1, E − exp(−κ)) = exp(κ) (exp(−κ), 1).

Inside the band, for |E| < 2, the eigenvalues of M are distinct and have modulus 1. The powers of M then stay bounded, and the recursion has no real fixed point.

```lean
/-- The energy equals `exp κ + exp (-κ)`. -/
theorem energy_eq (κ : ℝ) : energy κ = Real.exp κ + Real.exp (-κ) := by
  rw [energy, Real.cosh_eq]
  ring

/-- The inverse transfer matrix has rows `(0, 1)` and `(-1, E)`. -/
theorem transfer_inv (κ : ℝ) : (transfer κ)⁻¹ = !![0, 1; -1, energy κ] := by
  apply Matrix.inv_eq_right_inv
  ext i j
  fin_cases i <;> fin_cases j <;>
    simp [transfer, Matrix.mul_apply, Fin.sum_univ_two]
```

## A nonzero eigenvector: growth becomes a norm bound

If Av = cv, then Aⁿv = cⁿv, and therefore

|c|ⁿ ‖v‖ ≤ ‖Aⁿ‖ ‖v‖.

Dividing by ‖v‖ requires v ≠ 0; the zero vector would satisfy the eigenvalue equation for every c. The Lean proof copies v into both columns of a matrix `V`, so that `norm_mul_le` applies.

```lean
/-- If a real 2 × 2 matrix has a real eigenvector with eigenvalue `c`, the operator norm of its
`n`-th power is at least `|c| ^ n`. -/
theorem eigenvalue_pow_le_norm (A : Matrix (Fin 2) (Fin 2) ℝ) (v : Fin 2 → ℝ) (c : ℝ)
    (hv : v ≠ 0) (h : A *ᵥ v = c • v) (n : ℕ) : |c| ^ n ≤ ‖A ^ n‖ := by
  -- place the eigenvector in every column of a square matrix
  let V : Matrix (Fin 2) (Fin 2) ℝ := Matrix.of fun i _ => v i
  have hV : V ≠ 0 := by
    intro h0
    apply hv
    funext i
    have h1 := congrArg (fun W : Matrix (Fin 2) (Fin 2) ℝ => W i 0) h0
    exact h1
  have hAV : A * V = c • V := by
    ext i j
    exact congrFun h i
  have hpow : A ^ n * V = c ^ n • V := by
    induction n with
    | zero => simp
    | succ n ih =>
      rw [pow_succ, mul_assoc, hAV, Matrix.mul_smul, ih, smul_smul, pow_succ, mul_comm c]
  have hle := norm_mul_le (A ^ n) V
  rw [hpow, norm_smul, norm_pow, Real.norm_eq_abs] at hle
  exact le_of_mul_le_mul_right hle (norm_pos_iff.mpr hV)
```

With c = exp(κ) for both M and M⁻¹, multiplying the two bounds gives

‖Mⁿ‖ ‖M⁻ⁿ‖ ≥ exp(2nκ).

In the proof, `linear_combination` checks the two eigenvector equations using exp(−κ) exp(κ) = 1. No sign condition on κ is needed.

```lean
/-- The condition number of the `n`-site transfer matrix is at least `exp (2 n κ)`. -/
theorem transfer_condition_number (κ : ℝ) (n : ℕ) :
    Real.exp (2 * n * κ) ≤ ‖transfer κ ^ n‖ * ‖(transfer κ)⁻¹ ^ n‖ := by
  have hm : Real.exp (-κ) * Real.exp κ = 1 := by
    rw [← Real.exp_add, neg_add_cancel, Real.exp_zero]
  -- an eigenvector of the transfer matrix with eigenvalue `exp κ`
  have h1 : Real.exp κ ^ n ≤ ‖transfer κ ^ n‖ := by
    have h := eigenvalue_pow_le_norm (transfer κ) ![Real.exp κ, 1] (Real.exp κ)
      (by intro h0; have h2 := congrFun h0 1; simp at h2)
      (by
        ext i
        fin_cases i
        · simp [transfer, energy_eq, Matrix.mulVec, dotProduct, Fin.sum_univ_two]
          linear_combination hm
        · simp [transfer, Matrix.mulVec, dotProduct, Fin.sum_univ_two]) n
    rwa [abs_of_pos (Real.exp_pos κ)] at h
  -- an eigenvector of the inverse with eigenvalue `exp κ`
  have h2 : Real.exp κ ^ n ≤ ‖(transfer κ)⁻¹ ^ n‖ := by
    have h := eigenvalue_pow_le_norm (transfer κ)⁻¹ ![Real.exp (-κ), 1] (Real.exp κ)
      (by intro h0; have h2 := congrFun h0 1; simp at h2)
      (by
        rw [transfer_inv]
        ext i
        fin_cases i
        · simp [Matrix.mulVec, dotProduct, Fin.sum_univ_two]
          linear_combination -hm
        · simp [energy_eq, Matrix.mulVec, dotProduct, Fin.sum_univ_two]) n
    rwa [abs_of_pos (Real.exp_pos κ)] at h
  have he : Real.exp (2 * n * κ) = Real.exp κ ^ n * Real.exp κ ^ n := by
    rw [← Real.exp_nat_mul, ← Real.exp_add]
    congr 1
    ring
  rw [he]
  exact mul_le_mul h1 h2 (pow_nonneg (Real.exp_pos κ).le n) (norm_nonneg _)
```

## The start g_0 = 0: no sites, and below the fixed point

An empty chain contributes nothing, so g_1 = 1/E. If 0 ≤ g_k < exp(−κ), then E − g_k > exp(κ), and hence

0 < g_(k+1) = 1/(E − g_k) < exp(−κ).

This is the induction in `green_bounds`. A start at exp(κ), the other fixed point, would stay there.

```lean
/-- Every iterate of the Green's-function recursion is nonnegative and below `exp (-κ)`. -/
theorem green_bounds (κ : ℝ) (k : ℕ) : 0 ≤ green κ k ∧ green κ k < Real.exp (-κ) := by
  induction k with
  | zero => exact ⟨le_refl _, Real.exp_pos _⟩
  | succ k ih =>
    have hg : green κ (k + 1) = 1 / (energy κ - green κ k) := rfl
    have hd : Real.exp κ < energy κ - green κ k := by
      rw [energy_eq]
      linarith [ih.2]
    have hp := Real.exp_pos κ
    rw [hg]
    refine ⟨(one_div_pos.mpr (hp.trans hd)).le, ?_⟩
    rw [Real.exp_neg, ← one_div]
    exact one_div_lt_one_div_of_lt hp hd
```

## Computed values at or below exp(−κ): errors shrink

For x, y ≤ exp(−κ), both denominators in

1/(E − x) − 1/(E − y) = (x − y) / ((E − x)(E − y))

are at least exp(κ), so one step multiplies the distance |x − y| by at most q = exp(−2κ). This is a contraction when κ > 0, because then q < 1.

```lean
/-- One step of the recursion multiplies the distance between two inputs, neither above `exp (-κ)`,
by at most `exp (-2 κ)`. -/
theorem step_contracts (κ x y : ℝ) (hx : x ≤ Real.exp (-κ)) (hy : y ≤ Real.exp (-κ)) :
    |1 / (energy κ - x) - 1 / (energy κ - y)| ≤ Real.exp (-2 * κ) * |x - y| := by
  have hp := Real.exp_pos κ
  have ha : Real.exp κ ≤ energy κ - x := by rw [energy_eq]; linarith
  have hb : Real.exp κ ≤ energy κ - y := by rw [energy_eq]; linarith
  have ha0 : 0 < energy κ - x := hp.trans_le ha
  have hb0 : 0 < energy κ - y := hp.trans_le hb
  have hab := mul_pos ha0 hb0
  have h1 : 1 ≤ Real.exp (-2 * κ) * ((energy κ - x) * (energy κ - y)) := by
    calc (1 : ℝ) = Real.exp (-2 * κ) * (Real.exp κ * Real.exp κ) := by
          rw [← Real.exp_add, ← Real.exp_add, show -2 * κ + (κ + κ) = 0 by ring,
            Real.exp_zero]
      _ ≤ _ := mul_le_mul_of_nonneg_left (mul_le_mul ha hb hp.le ha0.le)
          (Real.exp_pos _).le
  have hd : 1 / (energy κ - x) - 1 / (energy κ - y)
      = (x - y) / ((energy κ - x) * (energy κ - y)) := by
    rw [div_sub_div _ _ ha0.ne' hb0.ne']
    congr 1
    ring
  rw [hd, abs_div, abs_of_pos hab, div_le_iff₀ hab]
  have h2 := mul_le_mul_of_nonneg_left h1 (abs_nonneg (x - y))
  linarith
```

Let h_k be computed values with an absolute error of at most ε per step. For κ > 0, the triangle inequality gives

|h_(n+1) − g_(n+1)| ≤ ε + q |h_n − g_n|,

and since ε + qε/(1 − q) = ε/(1 − q), induction yields

|h_n − g_n| ≤ qⁿ |h_0| + ε/(1 − q).

The ceiling `hb` on the computed values is assumed, not derived from floating-point arithmetic, where rounding could push a value above it. Without it the bound fails: the constant sequence h_k = exp(κ) has ε = 0 but never approaches g_k.

```lean
/-- Let `κ > 0`. If a computed sequence `h` stays at or below `exp (-κ)` and makes an error of at
most `ε` in each step, its distance from the exact recursion is bounded by a decaying memory of the
initial error plus `ε / (1 - exp (-2 κ))`. -/
theorem rounding_error_bounded (κ : ℝ) (hκ : 0 < κ) (h : ℕ → ℝ) (ε : ℝ)
    (hb : ∀ k, h k ≤ Real.exp (-κ))
    (hs : ∀ k, |h (k + 1) - 1 / (energy κ - h k)| ≤ ε) (n : ℕ) :
    |h n - green κ n| ≤ Real.exp (-2 * κ) ^ n * |h 0| + ε / (1 - Real.exp (-2 * κ)) := by
  have hq : 0 < 1 - Real.exp (-2 * κ) := by
    have : Real.exp (-2 * κ) < 1 := Real.exp_lt_one_iff.mpr (by linarith)
    linarith
  have hε : 0 ≤ ε := (abs_nonneg _).trans (hs 0)
  induction n with
  | zero =>
    have h0 : green κ 0 = 0 := rfl
    rw [h0, sub_zero, pow_zero, one_mul]
    linarith [div_nonneg hε hq.le]
  | succ n ih =>
    have hg : green κ (n + 1) = 1 / (energy κ - green κ n) := rfl
    have hc := step_contracts κ (h n) (green κ n) (hb n) (green_bounds κ n).2.le
    have ht := abs_sub_le (h (n + 1)) (1 / (energy κ - h n)) (green κ (n + 1))
    rw [← hg] at hc
    have hm := mul_le_mul_of_nonneg_left ih (Real.exp_pos (-2 * κ)).le
    -- the geometric series of the local errors
    have hsum : ε + Real.exp (-2 * κ) * (ε / (1 - Real.exp (-2 * κ)))
        = ε / (1 - Real.exp (-2 * κ)) := by
      rw [eq_div_iff hq.ne', add_mul, mul_assoc, div_mul_cancel₀ _ hq.ne']
      ring
    rw [pow_succ]
    linarith [hs n]
```

The start g_0 = 0 also ties the recursion to M. Let (a_n, b_n) be the first column of Mⁿ, with (a_0, b_0) = (1, 0). Then a_(n+1) = E a_n − b_n and b_(n+1) = a_n. If g_n = b_n/a_n, then

a_(n+1) = a_n (E − g_n), b_(n+1)/a_(n+1) = 1/(E − g_n) = g_(n+1).

The bound on g_n keeps a_n positive. A large condition number warns about solving linear systems with Mⁿ; it does not by itself make this ratio inaccurate.

```lean
/-- The recursive Green's function `g_n` is the ratio of the two entries in the first column of
the `n`-th power of the transfer matrix, and the denominator is positive. -/
theorem green_eq_transfer_ratio (κ : ℝ) (n : ℕ) :
    0 < (transfer κ ^ n) 0 0 ∧
      green κ n = (transfer κ ^ n) 1 0 / (transfer κ ^ n) 0 0 := by
  have top (N : Matrix (Fin 2) (Fin 2) ℝ) :
      (transfer κ * N) 0 0 = energy κ * N 0 0 - N 1 0 := by
    simp [transfer, Matrix.mul_apply, Fin.sum_univ_two]
    ring
  have bottom (N : Matrix (Fin 2) (Fin 2) ℝ) : (transfer κ * N) 1 0 = N 0 0 := by
    simp [transfer, Matrix.mul_apply, Fin.sum_univ_two]
  induction n with
  | zero => simp [green]
  | succ n ih =>
    obtain ⟨ha, hr⟩ := ih
    have hg : green κ (n + 1) = 1 / (energy κ - green κ n) := rfl
    have hd : 0 < energy κ - green κ n := by
      rw [energy_eq]
      linarith [(green_bounds κ n).2, Real.exp_pos κ]
    have hb := (eq_div_iff ha.ne').mp hr
    have e0 : (transfer κ ^ (n + 1)) 0 0
        = (transfer κ ^ n) 0 0 * (energy κ - green κ n) := by
      rw [pow_succ', top]
      linear_combination hb
    have e1 : (transfer κ ^ (n + 1)) 1 0 = (transfer κ ^ n) 0 0 := by
      rw [pow_succ', bottom]
    rw [e0, e1, hg]
    refine ⟨mul_pos ha hd, ?_⟩
    rw [div_eq_div_iff hd.ne' (mul_pos ha hd).ne']
    ring
```

## κ > 0: a contraction factor below one

Positivity of κ means a finite decay length, and the final theorem uses it only for convergence. The constant sequence h_k = exp(−κ) is an error-free run, so ε = 0 gives

|g_n − exp(−κ)| ≤ exp(−2κ)ⁿ exp(−κ) → 0.

The Lean proof does the same with `rounding_error_bounded` and `squeeze_zero`. At κ = 0, g_k = k/(k + 1) still tends to 1, but not geometrically. For κ < 0 the energy is unchanged and the limit is exp(κ), not exp(−κ).

For transport calculations, the theorem contrasts the conditioning of transfer matrices with the convergence of recursive Green's functions for this uniform single-orbital chain at real energies E > 2, without leads or disorder.

```lean
/-- At `E = 2 cosh κ` with `κ > 0` the condition number of the transfer matrix over `n` sites is
at least `exp (2 n κ)`, whereas the Green's-function recursion stays in `(0, exp (-κ))` from
`g_1` on and converges to `exp (-κ)`. -/
theorem transfer_unstable_recursion_stable (κ : ℝ) (hκ : 0 < κ) :
    (∀ n : ℕ, Real.exp (2 * n * κ) ≤ ‖transfer κ ^ n‖ * ‖(transfer κ)⁻¹ ^ n‖) ∧
    (∀ k : ℕ, 0 < green κ (k + 1) ∧ green κ (k + 1) < Real.exp (-κ)) ∧
    Tendsto (green κ) atTop (𝓝 (Real.exp (-κ))) := by
  refine ⟨transfer_condition_number κ, fun k => ⟨?_, (green_bounds κ (k + 1)).2⟩, ?_⟩
  · have hg : green κ (k + 1) = 1 / (energy κ - green κ k) := rfl
    rw [hg, energy_eq]
    apply one_div_pos.mpr
    linarith [(green_bounds κ k).2, Real.exp_pos κ]
  · -- `exp (-κ)` is a fixed point, so it is an error-free run of the recursion
    have hfix : 1 / (energy κ - Real.exp (-κ)) = Real.exp (-κ) := by
      rw [energy_eq, add_sub_cancel_right, Real.exp_neg, one_div]
    have hbound (n : ℕ) : dist (green κ n) (Real.exp (-κ))
        ≤ Real.exp (-2 * κ) ^ n * |Real.exp (-κ)| := by
      have h := rounding_error_bounded κ hκ (fun _ => Real.exp (-κ)) 0
        (fun _ => le_refl _) (fun _ => by rw [hfix, sub_self, abs_zero]) n
      rw [zero_div, add_zero] at h
      rw [Real.dist_eq, abs_sub_comm]
      exact h
    have hlim := (tendsto_pow_atTop_nhds_zero_of_lt_one (Real.exp_pos (-2 * κ)).le
      (Real.exp_lt_one_iff.mpr (by linarith))).mul_const |Real.exp (-κ)|
    rw [zero_mul] at hlim
    exact tendsto_iff_dist_tendsto_zero.mpr
      (squeeze_zero (fun _ => dist_nonneg) hbound hlim)

end

end TransferVersusRecursion
```

```lean
#print axioms TransferVersusRecursion.green_eq_transfer_ratio
#print axioms TransferVersusRecursion.transfer_unstable_recursion_stable
```

```
'TransferVersusRecursion.green_eq_transfer_ratio' depends on axioms: [propext, Classical.choice, Quot.sound]
'TransferVersusRecursion.transfer_unstable_recursion_stable' depends on axioms: [propext, Classical.choice, Quot.sound]
```
